# Charged site tensors and definite-charge boundaries fix the particle number of an open matrix product state

If every site tensor of a finite matrix product state changes the bond charge $Q$ by exactly the charge $q$ of its physical state, then entry $(a,b)$ of the ordered matrix product selected by a configuration $s$ vanishes unless $Q_b-Q_a=\sum_k q(s_k)$. With boundary vectors of definite bond charges $Q_l$ and $Q_r$, the open-chain state $\psi$ therefore satisfies $N\psi=(Q_r-Q_l)\psi$, where $N$ multiplies the amplitude of each configuration $s$ by $\sum_k q(s_k)$. When $q$ is the number of particles on a site, $N$ is the number operator.

```lean
import Mathlib

open Matrix

namespace SymmetricMPS

noncomputable section

variable {β σ G : Type*} [Fintype β] [DecidableEq β] [AddCommGroup G]

/-- A matrix on the bond space carries charge `g` if its entry `(a, b)` vanishes
unless `Q b = Q a + g`. -/
def IsCharged (Q : β → G) (g : G) (M : Matrix β β ℂ) : Prop :=
  ∀ a b, Q b ≠ Q a + g → M a b = 0

/-- The ordered product of the site matrices selected by the configuration `s`. -/
def stringProd {L : ℕ} (A : Fin L → σ → Matrix β β ℂ) (s : Fin L → σ) : Matrix β β ℂ :=
  (List.ofFn fun k => A k (s k)).prod

/-- The amplitude of the configuration `s` in the open-chain matrix product state with
boundary vectors `l` and `r`. -/
def amplitude {L : ℕ} (l r : β → ℂ) (A : Fin L → σ → Matrix β β ℂ) (s : Fin L → σ) : ℂ :=
  l ⬝ᵥ (stringProd A s *ᵥ r)

/-- The number operator: it multiplies the amplitude of each configuration by the total
charge of that configuration. -/
def numberOp {L : ℕ} (q : σ → ℤ) (ψ : (Fin L → σ) → ℂ) : (Fin L → σ) → ℂ :=
  fun s => ((∑ k, q (s k) : ℤ) : ℂ) * ψ s

/-- The U(1) rotation of the bond space by the angle `θ`, diagonal with phases
`exp (i θ Q a)`. -/
def bondPhase (Q : β → ℤ) (θ : ℝ) : Matrix β β ℂ :=
  Matrix.diagonal fun a => Complex.exp (Complex.I * (θ : ℂ) * (Q a : ℂ))

omit [Fintype β] in
/-- The identity on the bond space carries charge zero. -/
theorem isCharged_one (Q : β → G) : IsCharged Q 0 (1 : Matrix β β ℂ) := by
  intro a b h
  exact Matrix.one_apply_ne (fun e => h (by rw [e, add_zero]))

omit [DecidableEq β] in
/-- Charges add when bond matrices are multiplied. -/
theorem IsCharged.mul {Q : β → G} {g h : G} {M N : Matrix β β ℂ}
    (hM : IsCharged Q g M) (hN : IsCharged Q h N) : IsCharged Q (g + h) (M * N) := by
  intro a b hab
  rw [Matrix.mul_apply]
  apply Finset.sum_eq_zero
  intro c _
  -- an intermediate bond state `c` cannot satisfy both selection rules
  by_cases hc : Q c = Q a + g
  · have h0 : N c b = 0 := hN c b (fun e => hab (by rw [e, hc, add_assoc]))
    rw [h0, mul_zero]
  · rw [hM a c hc, zero_mul]

/-- If every site matrix `A k s` carries the physical charge `q s`, the string product
carries the total charge of the configuration. -/
theorem stringProd_isCharged {L : ℕ} (Q : β → G) (q : σ → G)
    (A : Fin L → σ → Matrix β β ℂ) (hA : ∀ k s, IsCharged Q (q s) (A k s))
    (s : Fin L → σ) : IsCharged Q (∑ k, q (s k)) (stringProd A s) := by
  induction L with
  | zero => simpa [stringProd] using isCharged_one Q
  | succ n ih =>
    -- split off the first site
    rw [stringProd, List.ofFn_succ, List.prod_cons, Fin.sum_univ_succ]
    exact (hA 0 (s 0)).mul
      (ih (fun k => A k.succ) (fun k t => hA k.succ t) (fun k => s k.succ))

/-- For charged site matrices, a nonzero entry `(a, b)` of the string product forces the
bond charge difference `Q b - Q a` to equal the total physical charge. -/
theorem charge_eq_of_entry_ne_zero {L : ℕ} (Q : β → G) (q : σ → G)
    (A : Fin L → σ → Matrix β β ℂ) (hA : ∀ k s, IsCharged Q (q s) (A k s))
    (s : Fin L → σ) (a b : β) (h : stringProd A s a b ≠ 0) :
    Q b - Q a = ∑ k, q (s k) := by
  by_contra hne
  exact h (stringProd_isCharged Q q A hA s a b
    (fun e => hne (by rw [e, add_sub_cancel_left])))

/-- For charged site matrices and boundary vectors supported on the bond charges `Ql` and
`Qr`, the amplitude vanishes unless the total physical charge takes `Ql` to `Qr`. -/
theorem amplitude_eq_zero {L : ℕ} (Q : β → G) (q : σ → G)
    (A : Fin L → σ → Matrix β β ℂ) (hA : ∀ k s, IsCharged Q (q s) (A k s))
    (l r : β → ℂ) (Ql Qr : G) (hl : ∀ a, Q a ≠ Ql → l a = 0)
    (hr : ∀ b, Q b ≠ Qr → r b = 0) (s : Fin L → σ)
    (h : Qr ≠ Ql + ∑ k, q (s k)) : amplitude l r A s = 0 := by
  simp only [amplitude, dotProduct, Matrix.mulVec]
  apply Finset.sum_eq_zero
  intro a _
  by_cases ha : Q a = Ql
  · have h0 : ∑ b, stringProd A s a b * r b = 0 := by
      apply Finset.sum_eq_zero
      intro b _
      by_cases hb : Q b = Qr
      · rw [stringProd_isCharged Q q A hA s a b (by rw [ha, hb]; exact h), zero_mul]
      · rw [hr b hb, mul_zero]
    rw [h0, mul_zero]
  · rw [hl a ha, zero_mul]

/-- Fixed particle number: with charged site matrices and boundary vectors supported on the
bond charges `Ql` and `Qr`, the matrix product state obeys `N ψ = (Qr - Ql) ψ`. -/
theorem numberOp_amplitude {L : ℕ} (Q : β → ℤ) (q : σ → ℤ)
    (A : Fin L → σ → Matrix β β ℂ) (hA : ∀ k s, IsCharged Q (q s) (A k s))
    (l r : β → ℂ) (Ql Qr : ℤ) (hl : ∀ a, Q a ≠ Ql → l a = 0)
    (hr : ∀ b, Q b ≠ Qr → r b = 0) :
    numberOp q (amplitude l r A) = ((Qr - Ql : ℤ) : ℂ) • amplitude l r A := by
  funext s
  simp only [numberOp, Pi.smul_apply, smul_eq_mul]
  by_cases h : Qr = Ql + ∑ k, q (s k)
  · have hs : ∑ k, q (s k) = Qr - Ql := by rw [h]; ring
    rw [hs]
  · rw [amplitude_eq_zero Q q A hA l r Ql Qr hl hr s h, mul_zero, mul_zero]

/-- On a ring closed by a trace, charged site matrices give zero amplitude to every
configuration of nonzero total charge. -/
theorem trace_eq_zero {L : ℕ} (Q : β → G) (q : σ → G)
    (A : Fin L → σ → Matrix β β ℂ) (hA : ∀ k s, IsCharged Q (q s) (A k s))
    (s : Fin L → σ) (h : ∑ k, q (s k) ≠ 0) : (stringProd A s).trace = 0 := by
  apply Finset.sum_eq_zero
  intro a _
  refine stringProd_isCharged Q q A hA s a a (fun e => h ?_)
  exact add_left_cancel (e.symm.trans (add_zero (Q a)).symm)

/-- For integer charges, a bond matrix carries charge `g` exactly when moving it through any
U(1) bond rotation by `θ` produces the phase `exp (i θ g)`. -/
theorem isCharged_iff_covariant (Q : β → ℤ) (g : ℤ) (M : Matrix β β ℂ) :
    IsCharged Q g M ↔ ∀ θ : ℝ, M * bondPhase Q θ =
      Complex.exp (Complex.I * (θ : ℂ) * (g : ℂ)) • (bondPhase Q θ * M) := by
  constructor
  · intro h θ
    ext a b
    simp only [bondPhase, Matrix.smul_apply, Matrix.mul_diagonal, Matrix.diagonal_mul,
      smul_eq_mul]
    by_cases hab : Q b = Q a + g
    · rw [hab, Int.cast_add, mul_add, Complex.exp_add]
      ring
    · rw [h a b hab]
      ring
  · intro h a b hab
    by_contra hM
    -- choose the angle at which the two phases differ by a sign
    obtain ⟨θ, hθ⟩ : ∃ θ : ℝ, (θ : ℂ) * ((Q b : ℂ) - Q a - g) = (Real.pi : ℂ) := by
      have hd : Q b - Q a - g ≠ 0 := fun e => hab (by linarith)
      have hdC : (Q b : ℂ) - Q a - g ≠ 0 := by exact_mod_cast hd
      refine ⟨Real.pi / ((Q b : ℝ) - Q a - g), ?_⟩
      push_cast
      exact div_mul_cancel₀ _ hdC
    have e := congrFun (congrFun (h θ) a) b
    simp only [bondPhase, Matrix.smul_apply, Matrix.mul_diagonal, Matrix.diagonal_mul,
      smul_eq_mul] at e
    have key : Complex.I * (θ : ℂ) * (Q b : ℂ) = (Real.pi : ℂ) * Complex.I +
        (Complex.I * (θ : ℂ) * (g : ℂ) + Complex.I * (θ : ℂ) * (Q a : ℂ)) := by
      linear_combination Complex.I * hθ
    rw [key, Complex.exp_add, Complex.exp_add, Complex.exp_pi_mul_I] at e
    have h0 : Complex.exp (Complex.I * (θ : ℂ) * (g : ℂ)) *
        Complex.exp (Complex.I * (θ : ℂ) * (Q a : ℂ)) * M a b = 0 := by
      linear_combination (-1 / 2 : ℂ) * e
    exact mul_ne_zero (mul_ne_zero (Complex.exp_ne_zero _) (Complex.exp_ne_zero _)) hM h0

/-- A site tensor with two bond states: an empty site leaves the bond unchanged, an occupied
site raises it from state 0 to state 1. -/
def hopTensor : Fin 2 → Matrix (Fin 2) (Fin 2) ℂ := ![1, !![0, 1; 0, 0]]

/-- With bond charges 0, 1 and physical charges 0, 1 the tensor `hopTensor` obeys the
selection rule, and on three sites the configuration 010 has string-product entry
`(0, 1)` equal to one. -/
theorem hopTensor_witness :
    (∀ s, IsCharged (![0, 1] : Fin 2 → ℤ) ((![0, 1] : Fin 2 → ℤ) s) (hopTensor s)) ∧
      stringProd (fun _ : Fin 3 => hopTensor) ![0, 1, 0] 0 1 = 1 := by
  constructor
  · intro s a b
    fin_cases s <;> fin_cases a <;> fin_cases b <;> simp [hopTensor]
  · simp [stringProd, hopTensor, List.ofFn_succ]

end

end SymmetricMPS
```

```lean
#print axioms SymmetricMPS.charge_eq_of_entry_ne_zero
#print axioms SymmetricMPS.numberOp_amplitude
#print axioms SymmetricMPS.trace_eq_zero
#print axioms SymmetricMPS.isCharged_iff_covariant
```

```
'SymmetricMPS.charge_eq_of_entry_ne_zero' depends on axioms: [propext, Classical.choice, Quot.sound]
'SymmetricMPS.numberOp_amplitude' depends on axioms: [propext, Classical.choice, Quot.sound]
'SymmetricMPS.trace_eq_zero' depends on axioms: [propext, Classical.choice, Quot.sound]
'SymmetricMPS.isCharged_iff_covariant' depends on axioms: [propext, Classical.choice, Quot.sound]
```

## Bond charge as a running particle count

Read a chain from left to right and count particles. The bond charge is that running count, up to an offset: an empty site leaves it alone, and an occupied site raises it. The selection rule

$$A_k^{s}(a,b)=0\quad\text{unless}\quad Q_b=Q_a+q_s$$

imposes this bookkeeping on the tensor at site $k$. In Lean it reads `IsCharged Q (q s) (A k s)`.

Let $M$ carry charge $g$ and $N'$ carry charge $h$. In

$$(MN')_{ab}=\sum_c M_{ac}N'_{cb}$$

a nonzero term needs $Q_c=Q_a+g$ and $Q_b=Q_c+h$, hence $Q_b=Q_a+g+h$. Charges add under multiplication, and the identity has charge zero. Multiplying site by site, the string product $P(s)=A_0^{s_0}\cdots A_{L-1}^{s_{L-1}}$ carries the charge $\sum_k q(s_k)$.

The open-chain amplitude is

$$\psi(s)=\sum_{a,b} l_a\,P(s)_{ab}\,r_b .$$

Only terms with $Q_a=Q_l$ and $Q_b=Q_r$ survive the boundary vectors, so $\psi(s)\neq0$ forces $\sum_k q(s_k)=Q_r-Q_l$. Since $N$ multiplies $\psi(s)$ by $\sum_k q(s_k)$, the eigenvalue equation follows.

On a ring closed by a trace only entries $(a,a)$ contribute, so the total charge must be zero. With occupations 0 and 1 as integer charges, that leaves only the empty configuration.

## The same rule as U(1) covariance

Let $D(\theta)$ be the diagonal matrix with entries $e^{i\theta Q_a}$, called `bondPhase` in the code. For integer charges, `isCharged_iff_covariant` equates the selection rule with $MD(\theta)=e^{i\theta g}D(\theta)M$ for all real $\theta$. In components,

$$M_{ab}\,e^{i\theta Q_b}=e^{i\theta(g+Q_a)}M_{ab}.$$

This holds if $Q_b=Q_a+g$ or $M_{ab}=0$. Conversely, if $d=Q_b-Q_a-g\neq0$, the angle $\theta=\pi/d$ gives $-M_{ab}=M_{ab}$, so $M_{ab}=0$.

## What the Lean statements fix

The bond space `β` is finite, and all bonds share one labelling `Q`; the tensors may vary from site to site. Charges lie in any additive commutative group `G`, which includes parity, but are integers in `numberOp_amplitude` and in the covariance theorem. The left boundary vector enters without complex conjugation. The state is unnormalised and may be zero, in which case the eigenvalue equation is trivial.

The theorems start from charged tensors; that a given state of definite particle number has such a representation is a separate step. For finite open chains with tensors of this form and boundary vectors of definite charge, a simulation can store only the allowed blocks and remain in one particle-number sector.

Despite its name, `hopTensor` describes no hopping Hamiltonian: it inserts a particle and raises the bond from state 0 to state 1. `hopTensor_witness` checks its selection rule and the entry 1 for configuration 010. With boundaries $l=(1,0)$ and $r=(0,1)$, the three one-particle configurations have equal amplitudes, $1/\sqrt3$ after normalisation.

## A right boundary of mixed charge

Take one site with `hopTensor`, $l=(1,0)$ and $r=(1,1)$. Both configurations, 0 and 1, have amplitude 1, so $\psi$ is not an eigenvector of $N$ for any eigenvalue. The tensors are charged and $l$ has definite charge; only the support condition on $r$ fails.

## Induction over a chain that changes type

For an entry with $Q_b\neq Q_a+g+h$, `IsCharged.mul` splits each term of the sum over $c$ on whether $Q_c=Q_a+g$; in either case one factor vanishes. `stringProd_isCharged` then uses induction on `L`. The types of `A` and `s` contain `Fin L`, so `induction L` generalises over them and over `hA`. The hypothesis `ih` thus applies to every chain of length `n`, in particular to the tail `fun k => A k.succ`. `List.ofFn_succ` and `Fin.sum_univ_succ` both split off site 0, one from the product and one from the charge sum, and `IsCharged.mul` joins the two parts. For the empty chain the string product is the identity matrix, which carries charge zero.

The amplitude and trace theorems apply this result term by term to their finite sums.
